# An invertible response matrix that commutes with an orthogonal symmetry gives no mixed property between even and odd perturbations

If a symmetry operation leaves one perturbation unchanged and reverses the sign of another, their mixed second-order property is zero, provided that the response matrix is invertible and commutes with the operation. In static Hartree-Fock response with real orbitals and a finite basis, this can remove components of the polarizability before any response equation is solved.

A static electric field mixes virtual orbitals into occupied ones. To first order the mixing coefficients form a vector $x$ with $Ax=b$, where $A$ is the response matrix (the orbital Hessian) and $b$ holds the occupied-virtual matrix elements of the perturbation. Let $c$ hold the same matrix elements of a second perturbation. If both perturbations enter the Hamiltonian linearly and the basis is fixed, the mixed property is $c^TA^{-1}b$. Signs and prefactors, which vary between textbooks, are left out and don't affect whether it vanishes.

In Lean, the finite type `n` labels the occupied-virtual pairs, `*ᵥ` is matrix times vector and `⬝ᵥ` is the dot product.

```lean
import Mathlib

open Matrix
open scoped ComplexOrder

namespace ResponseParity

noncomputable section

variable {n : Type*} [Fintype n] [DecidableEq n]

/-- The response vector `A⁻¹ b` of a system with invertible response matrix `A`
to the perturbation `b`. -/
def responseVector (A : Matrix n n ℝ) (b : n → ℝ) : n → ℝ := A⁻¹ *ᵥ b

/-- The mixed second-order property `cᵀ A⁻¹ b` of the perturbations `b` and `c`,
for an invertible response matrix `A`. -/
def mixedProperty (A : Matrix n n ℝ) (b c : n → ℝ) : ℝ := c ⬝ᵥ responseVector A b
```

The matrix $R$ represents the symmetry operation on the pairs. That $A$ commutes with $R$ is a hypothesis here. In a molecule it has to come from the reference state: it holds when the operation is a symmetry of the Hamiltonian and maps the occupied space and the virtual space of the finite basis each to itself, and it can fail for a symmetry-broken determinant. Invertibility of $A$ means that no rotation between occupied and virtual orbitals is a zero mode.

## (a) The symmetry label of the response

Let $A$ be invertible with $AR=RA$, and let $Ax=b$ and $Rb=\beta b$ for a number $\beta$. Show that
$$Rx=\beta x.$$

**Solution.** Apply $A$ to $Rx$ and use the hypotheses in turn:
$$A(Rx)=R(Ax)=Rb=\beta b=A(\beta x).$$
Multiplying by $A^{-1}$ gives $Rx=\beta x$.

In Lean, invertibility is `IsUnit A.det`, and the entries may lie in any field `K`. The chain above is `key`, and `inv` cancels $A$.

```lean
/-- If an invertible response matrix commutes with `R`, and the perturbation is an
eigenvector of `R`, then the solution of the response equation satisfies the same
eigenvalue relation. -/
theorem response_inherits_symmetry {K : Type*} [Field K] {A R : Matrix n n K}
    {b x : n → K} {β : K} (hA : IsUnit A.det) (hAR : A * R = R * A)
    (hb : R *ᵥ b = β • b) (hx : A *ᵥ x = b) : R *ᵥ x = β • x := by
  have inv : ∀ v, A⁻¹ *ᵥ (A *ᵥ v) = v := fun v => by
    rw [Matrix.mulVec_mulVec, Matrix.nonsing_inv_mul A hA, Matrix.one_mulVec]
  -- both candidates solve the response equation with right-hand side `β b`
  have key : A *ᵥ (R *ᵥ x) = A *ᵥ (β • x) := by
    rw [Matrix.mulVec_mulVec, hAR, ← Matrix.mulVec_mulVec, hx, hb,
      Matrix.mulVec_smul, hx]
  rw [← inv (R *ᵥ x), key, inv]
```

## (b) Dot products under an orthogonal matrix

Let $R$ be real with $R^TR=1$. Show for all real vectors $u,v$ that
$$(Ru)\cdot(Rv)=u\cdot v.$$

**Solution.** Written with a row vector, $(Ru)^T(Rv)=u^TR^TRv=u^Tv$.

The first rewrite in the proof turns $Ru$ into the row vector $u^TR^T$; the others regroup the product and insert $R^TR=1$.

```lean
/-- An orthogonal transformation preserves the dot product of two real vectors. -/
theorem orthogonal_dotProduct {R : Matrix n n ℝ} (hR : Rᵀ * R = 1) (u v : n → ℝ) :
    (R *ᵥ u) ⬝ᵥ (R *ᵥ v) = u ⬝ᵥ v := by
  rw [← Matrix.vecMul_transpose R u, ← Matrix.dotProduct_mulVec,
    Matrix.mulVec_mulVec, hR, Matrix.one_mulVec]
```

## (c) Perturbations of opposite parity

Let $A$ be real and invertible and commute with an orthogonal $R$. Let $Rb=b$ and $Rc=-c$, and put $x=A^{-1}b$. Show that
$$Ax=b,\qquad Rx=x,\qquad c\cdot x=0.$$

**Solution.** First, $Ax=AA^{-1}b=b$. Part (a) with $\beta=1$ gives $Rx=x$. By part (b),
$$c\cdot x=(Rc)\cdot(Rx)=(-c)\cdot x=-\,c\cdot x,$$
so $2\,c\cdot x=0$ and the property vanishes.

The three claims are the three parts of the Lean conclusion, with `responseVector A b` for $x$. Symmetry of $A$ is not assumed. The last step, from a number equal to its own negative to zero, is `linarith`.

```lean
/-- Let an invertible response matrix commute with an orthogonal `R`, let `b` be even
and `c` odd under `R`. Then the response vector solves the response equation for `b`,
is even, and the mixed property of `b` and `c` vanishes. -/
theorem mixedProperty_opposite_parity {A R : Matrix n n ℝ} {b c : n → ℝ}
    (hA : IsUnit A.det) (hR : Rᵀ * R = 1) (hAR : A * R = R * A)
    (hb : R *ᵥ b = b) (hc : R *ᵥ c = -c) :
    A *ᵥ responseVector A b = b ∧
      R *ᵥ responseVector A b = responseVector A b ∧ mixedProperty A b c = 0 := by
  have hx : A *ᵥ responseVector A b = b := by
    unfold responseVector
    rw [Matrix.mulVec_mulVec, Matrix.mul_nonsing_inv A hA, Matrix.one_mulVec]
  have hRx : R *ᵥ responseVector A b = responseVector A b := by
    have h := response_inherits_symmetry (β := 1) hA hAR (by rw [one_smul]; exact hb) hx
    rwa [one_smul] at h
  refine ⟨hx, hRx, ?_⟩
  -- the property equals its own negative
  have h := orthogonal_dotProduct hR c (responseVector A b)
  rw [hc, hRx, neg_dotProduct] at h
  unfold mixedProperty
  linarith
```

Take a water molecule in the $yz$ plane, with $z$ along its twofold axis, and the reflection $x\to-x$ of the spatial coordinate. With symmetry-adapted orbitals, $R$ is diagonal: it is $+1$ for a pair of orbitals of equal parity and $-1$ for a pair of opposite parity. A field along $z$ has matrix elements only in the even pairs, a field along $x$ only in the odd ones. A program can use this symmetry to solve the $z$ equations in the even pairs alone and to set the polarizability component $\alpha_{xz}$ to zero without evaluating it.

## (d) Complex symmetry labels

Rotations about an axis of order three or higher can have complex labels. With real orbitals, $A$ and $R$ stay real and these labels belong to complex combinations of real perturbations, such as a field along $x$ plus $i$ times a field along $y$ for an axis along $z$. Let $A$ be complex and invertible and commute with a unitary $R$. Let $Ax=b$, $Rb=\beta b$ and $Rc=\gamma c$ with $\beta\neq\gamma$. Show that
$$c^\dagger x=0.$$

**Solution.** Suppose $c^\dagger x\neq0$. Then $c\neq0$, so $c^\dagger c\neq0$. Part (a) gives $Rx=\beta x$, and a unitary $R$ preserves the complex inner product:
$$c^\dagger x=(Rc)^\dagger(Rx)=\gamma^*\beta\,c^\dagger x,\qquad c^\dagger c=(Rc)^\dagger(Rc)=\gamma^*\gamma\,c^\dagger c.$$
Hence $\gamma^*\beta=1=\gamma^*\gamma$. Since $\gamma^*\neq0$, this gives $\beta=\gamma$, a contradiction.

Lean writes $R^\dagger$ as `Rᴴ` and $c^\dagger x$ as `star c ⬝ᵥ x`. The two equations for the labels are `e1` and `e2`.

```lean
/-- Let an invertible complex response matrix commute with a unitary `R`, and let `b`
and `c` be eigenvectors of `R` or zero, with different labels `β` and `γ`. Then the
overlap of `c` with the solution of the response equation for `b` vanishes. -/
theorem unitary_selection_rule {A R : Matrix n n ℂ} {b c x : n → ℂ} {β γ : ℂ}
    (hA : IsUnit A.det) (hR : Rᴴ * R = 1) (hAR : A * R = R * A)
    (hb : R *ᵥ b = β • b) (hc : R *ᵥ c = γ • c) (hne : β ≠ γ) (hx : A *ᵥ x = b) :
    star c ⬝ᵥ x = 0 := by
  have hRx := response_inherits_symmetry hA hAR hb hx
  have inv : ∀ u v : n → ℂ, star (R *ᵥ u) ⬝ᵥ (R *ᵥ v) = star u ⬝ᵥ v := fun u v => by
    rw [Matrix.star_mulVec, ← Matrix.dotProduct_mulVec, Matrix.mulVec_mulVec, hR,
      Matrix.one_mulVec]
  by_contra h
  have hcc : star c ⬝ᵥ c ≠ 0 := by
    intro h0
    rw [dotProduct_star_self_eq_zero] at h0
    apply h
    rw [h0, star_zero, zero_dotProduct]
  have h1 := inv c x
  rw [hc, hRx, star_smul, smul_dotProduct, dotProduct_smul, smul_eq_mul,
    smul_eq_mul] at h1
  have h2 := inv c c
  rw [hc, star_smul, smul_dotProduct, dotProduct_smul, smul_eq_mul, smul_eq_mul] at h2
  -- a nonzero overlap would force the two labels to agree
  have e1 : star γ * β = 1 := mul_right_cancel₀ h (by linear_combination h1)
  have e2 : star γ * γ = 1 := mul_right_cancel₀ hcc (by linear_combination h2)
  have hγ : star γ ≠ 0 := by
    intro h0
    rw [h0, zero_mul] at e1
    exact zero_ne_one e1
  exact hne (mul_left_cancel₀ hγ (e1.trans e2.symm))
```

## (e) From vanishing properties back to the symmetry

Let $A$ be real, symmetric and invertible, and let $R$ be orthogonal with $R^2=1$, as for a reflection. Show that
$$AR=RA\iff c^TA^{-1}b=0\ \text{ whenever } Rb=b,\ Rc=-c.$$

**Solution.** The forward direction is part (c). For the converse, note that $R^T=R^TRR=R$, and write $B=A^{-1}$, which is symmetric. For any $v,w$ the vector $(1+R)v$ is even and $(1-R)w$ is odd, so
$$w^T(1-R)B(1+R)v=0.$$
As $v$ and $w$ are arbitrary, $(1-R)B(1+R)=0$, and the transpose is $(1+R)B(1-R)=0$. Expanded, these read
$$B+BR-RB-RBR=0,\qquad B-BR+RB-RBR=0.$$
Their difference is $2(BR-RB)=0$. Therefore $AR=A(RB)A=A(BR)A=RA$.

In the proof, `hform` is the relation with $v$ and $w$, `h1` and `h2` are the two matrix equations, and `alg` is the expansion. Unit vectors for $v$ and $w$ pick out the single matrix entries. The condition runs over all even and odd real vectors, not only those of physical fields, so a single vanishing component such as $\alpha_{xz}=0$ doesn't by itself show that $A$ commutes with $R$.

```lean
/-- For an invertible symmetric response matrix and an orthogonal `R` with `R² = 1`,
the matrix commutes with `R` exactly when every mixed property between an even and an
odd perturbation vanishes. -/
theorem commute_iff_mixedProperty_vanishes {A R : Matrix n n ℝ}
    (hA : IsUnit A.det) (hS : Aᵀ = A) (hR : Rᵀ * R = 1) (hR2 : R * R = 1) :
    A * R = R * A ↔
      ∀ b c : n → ℝ, R *ᵥ b = b → R *ᵥ c = -c → mixedProperty A b c = 0 := by
  constructor
  · intro hAR b c hb hc
    exact (mixedProperty_opposite_parity hA hR hAR hb hc).2.2
  intro h
  have hRt : Rᵀ = R := by
    calc Rᵀ = Rᵀ * (R * R) := by rw [hR2, Matrix.mul_one]
      _ = R := by rw [← Matrix.mul_assoc, hR, Matrix.one_mul]
  have hBt : (A⁻¹)ᵀ = A⁻¹ := by rw [Matrix.transpose_nonsing_inv, hS]
  -- test the hypothesis on the even part of `v` and the odd part of `w`
  have hform : ∀ w v : n → ℝ, w ⬝ᵥ (((1 - R) * A⁻¹ * (1 + R)) *ᵥ v) = 0 := by
    intro w v
    have hv : R *ᵥ ((1 + R) *ᵥ v) = (1 + R) *ᵥ v := by
      rw [Matrix.mulVec_mulVec, mul_add, mul_one, hR2, add_comm]
    have hw : R *ᵥ ((1 - R) *ᵥ w) = -((1 - R) *ᵥ w) := by
      rw [Matrix.mulVec_mulVec, mul_sub, mul_one, hR2, ← Matrix.neg_mulVec, neg_sub]
    have h0 := h _ _ hv hw
    unfold mixedProperty responseVector at h0
    rw [← Matrix.vecMul_transpose (1 - R) w, ← Matrix.dotProduct_mulVec,
      Matrix.transpose_sub, Matrix.transpose_one, hRt] at h0
    simpa only [Matrix.mulVec_mulVec, Matrix.mul_assoc] using h0
  have h1 : (1 - R) * A⁻¹ * (1 + R) = 0 := by
    ext i j
    simpa using hform (Pi.single i 1) (Pi.single j 1)
  have h2 := congrArg Matrix.transpose h1
  simp only [Matrix.transpose_mul, Matrix.transpose_add, Matrix.transpose_sub,
    Matrix.transpose_one, Matrix.transpose_zero, hRt, hBt] at h2
  -- the difference of the two relations is twice the commutator
  have alg : ∀ B : Matrix n n ℝ, (B * R - R * B) + (B * R - R * B) =
      (1 - R) * B * (1 + R) - (1 + R) * (B * (1 - R)) := fun B => by noncomm_ring
  have h3 := alg A⁻¹
  rw [h1, h2, sub_zero] at h3
  have hcomm : A⁻¹ * R = R * A⁻¹ := by
    ext i j
    have h4 := congrFun (congrFun h3 i) j
    simp only [Matrix.add_apply, Matrix.sub_apply, Matrix.zero_apply] at h4
    linarith
  calc A * R = A * (R * A⁻¹) * A := by
        rw [Matrix.mul_assoc, Matrix.mul_assoc, Matrix.nonsing_inv_mul A hA,
          Matrix.mul_one]
    _ = A * (A⁻¹ * R) * A := by rw [hcomm]
    _ = R * A := by
        rw [← Matrix.mul_assoc A, Matrix.mul_nonsing_inv A hA, Matrix.one_mul]
```

## (f) Two equivalent coordinates

Two equal coordinates, each with stiffness 2, are coupled with strength 1, and $R$ exchanges them:
$$A=\begin{pmatrix}2&1\\1&2\end{pmatrix},\qquad R=\begin{pmatrix}0&1\\1&0\end{pmatrix}.$$
Show that $A$ and $R$ meet the conditions of parts (c) and (e), with
$$R\begin{pmatrix}1\\1\end{pmatrix}=\begin{pmatrix}1\\1\end{pmatrix},\qquad R\begin{pmatrix}1\\-1\end{pmatrix}=-\begin{pmatrix}1\\-1\end{pmatrix}.$$

**Solution.** $A$ is symmetric with $\det A=3$. Exchanging twice restores the order, so $R^2=1$, and $R^T=R$ gives $R^TR=1$. Both $AR$ and $RA$ equal $\begin{pmatrix}1&2\\2&1\end{pmatrix}$. Exchanging the entries of the two vectors gives the last two relations; normalised, the vectors are $(1,1)/\sqrt2$ and $(1,-1)/\sqrt2$.

Lean checks the determinant by arithmetic and the other six statements entry by entry, with `fin_cases` running through the indices.

```lean
/-- Two equivalent coupled coordinates and their exchange: the response matrix is
symmetric, invertible and commutes with the exchange, which is an orthogonal involution
with even vector `(1, 1)` and odd vector `(1, -1)`. -/
theorem exchange_witness :
    IsUnit (!![2, 1; 1, 2] : Matrix (Fin 2) (Fin 2) ℝ).det ∧
    (!![2, 1; 1, 2] : Matrix (Fin 2) (Fin 2) ℝ)ᵀ = !![2, 1; 1, 2] ∧
    (!![0, 1; 1, 0] : Matrix (Fin 2) (Fin 2) ℝ)ᵀ * !![0, 1; 1, 0] = 1 ∧
    (!![0, 1; 1, 0] : Matrix (Fin 2) (Fin 2) ℝ) * !![0, 1; 1, 0] = 1 ∧
    (!![2, 1; 1, 2] : Matrix (Fin 2) (Fin 2) ℝ) * !![0, 1; 1, 0] =
      !![0, 1; 1, 0] * !![2, 1; 1, 2] ∧
    (!![0, 1; 1, 0] : Matrix (Fin 2) (Fin 2) ℝ) *ᵥ ![1, 1] = ![1, 1] ∧
    (!![0, 1; 1, 0] : Matrix (Fin 2) (Fin 2) ℝ) *ᵥ ![1, -1] = -![1, -1] := by
  refine ⟨?_, ?_, ?_, ?_, ?_, ?_, ?_⟩
  · rw [Matrix.det_fin_two_of, isUnit_iff_ne_zero]
    norm_num
  · ext i j
    fin_cases i <;> fin_cases j <;> simp
  · ext i j
    fin_cases i <;> fin_cases j <;> simp [Matrix.mul_apply, Fin.sum_univ_succ]
  · ext i j
    fin_cases i <;> fin_cases j <;> simp [Matrix.mul_apply, Fin.sum_univ_succ]
  · ext i j
    fin_cases i <;> fin_cases j <;> simp [Matrix.mul_apply, Fin.sum_univ_succ]
  · ext i
    fin_cases i <;> simp [Matrix.mulVec, dotProduct, Fin.sum_univ_succ]
  · ext i
    fin_cases i <;> simp [Matrix.mulVec, dotProduct, Fin.sum_univ_succ]

end

end ResponseParity
```

```lean
#print axioms ResponseParity.unitary_selection_rule
-- 'ResponseParity.unitary_selection_rule' depends on axioms: [propext, Classical.choice, Quot.sound]
#print axioms ResponseParity.commute_iff_mixedProperty_vanishes
-- 'ResponseParity.commute_iff_mixedProperty_vanishes' depends on axioms: [propext, Classical.choice, Quot.sound]
```
